# Oja flow: from a unit vector $x_0$, the normalised curve $e^{tA}x_0/|e^{tA}x_0|$ solves $x' = Ax - (x\cdot Ax)\,x$ on the unit sphere

For a real symmetric $2\times2$ matrix $A$ with orthonormal eigenvectors $v_0, v_1$ and eigenvalues $25$ and $50$, a unit vector $x_0 = c_0v_0 + c_1v_1$ is carried in time $t$ to $e^{tA}x_0 = c_0e^{25t}v_0 + c_1e^{50t}v_1$, so its length changes while, for $c_0\neq0$, the ratio of its component along $v_1$ to its component along $v_0$ is multiplied by $e^{25t}$. Dividing by the length keeps only the turning, and the file below proves that the resulting unit vector $x(t)$ obeys $x' = Ax - (x\cdot Ax)\,x$ for every real square matrix and every unit start, with symmetry of $A$ assumed only in the theorem that computes the rate of $x\cdot Ax$ and shows it to be nondecreasing.

```lean
import Mathlib

open Matrix

namespace OjaFlow

noncomputable section

variable {n : Type*} [Fintype n] [DecidableEq n]

/-- Euclidean length `√(y·y)` of a real vector. -/
def euclNorm (y : n → ℝ) : ℝ := Real.sqrt (y ⬝ᵥ y)

/-- The unnormalised continuous power iterate `y(t) = exp(tA) x₀`. -/
def linearFlow (A : Matrix n n ℝ) (x₀ : n → ℝ) (t : ℝ) : n → ℝ :=
  NormedSpace.exp (t • A) *ᵥ x₀

/-- The normalised curve `x(t) = exp(tA) x₀ / |exp(tA) x₀|`. -/
def ojaCurve (A : Matrix n n ℝ) (x₀ : n → ℝ) (t : ℝ) : n → ℝ :=
  (euclNorm (linearFlow A x₀ t))⁻¹ • linearFlow A x₀ t

/-- The quadratic form `⟨x, A x⟩`, the Rayleigh quotient of a unit vector. -/
def rayleigh (A : Matrix n n ℝ) (x : n → ℝ) : ℝ := x ⬝ᵥ A *ᵥ x

/-- The Oja vector field `F(x) = A x - ⟨x, A x⟩ x`. -/
def ojaField (A : Matrix n n ℝ) (x : n → ℝ) : n → ℝ := A *ᵥ x - rayleigh A x • x

omit [DecidableEq n] in
/-- Product rule for the dot product of two moving vectors. -/
theorem hasDerivAt_dot {f g : ℝ → n → ℝ} {f' g' : n → ℝ} {t : ℝ}
    (hf : HasDerivAt f f' t) (hg : HasDerivAt g g' t) :
    HasDerivAt (fun s => f s ⬝ᵥ g s) (f' ⬝ᵥ g t + f t ⬝ᵥ g') t := by
  simp only [dotProduct, ← Finset.sum_add_distrib]
  exact HasDerivAt.fun_sum fun i _ =>
    (hasDerivAt_pi.1 hf i).fun_mul (hasDerivAt_pi.1 hg i)

open scoped Matrix.Norms.Operator in
/-- The curve `y(t) = exp(tA) x₀` has velocity `A y(t)`, and also velocity `exp(tA) A x₀`. -/
theorem linearFlow_hasDerivAt (A : Matrix n n ℝ) (x₀ : n → ℝ) (t : ℝ) :
    HasDerivAt (linearFlow A x₀) (A *ᵥ linearFlow A x₀ t) t ∧
      HasDerivAt (linearFlow A x₀) (linearFlow A (A *ᵥ x₀) t) t := by
  -- apply the linear map `M ↦ M x₀` to the derivative of the exponential
  let L : Matrix n n ℝ →ₗ[ℝ] (n → ℝ) :=
    { toFun := fun M => M *ᵥ x₀
      map_add' := fun M N => Matrix.add_mulVec M N x₀
      map_smul' := by
        intro c M
        ext i
        simp [mulVec, dotProduct, Finset.mul_sum, mul_assoc] }
  have h1 := (LinearMap.toContinuousLinearMap L).hasFDerivAt.comp_hasDerivAt t
    (hasDerivAt_exp_smul_const' A t)
  have h2 := (LinearMap.toContinuousLinearMap L).hasFDerivAt.comp_hasDerivAt t
    (hasDerivAt_exp_smul_const A t)
  refine ⟨HasDerivAt.congr_deriv h1 ?_, HasDerivAt.congr_deriv h2 ?_⟩
  · show (A * NormedSpace.exp (t • A)) *ᵥ x₀ = _
    rw [linearFlow, Matrix.mulVec_mulVec]
  · show (NormedSpace.exp (t • A) * A) *ᵥ x₀ = _
    rw [linearFlow, Matrix.mulVec_mulVec]

/-- From a nonzero start the vector `exp(tA) x₀` never vanishes. -/
theorem linearFlow_ne_zero (A : Matrix n n ℝ) {x₀ : n → ℝ} (hx : x₀ ≠ 0) (t : ℝ) :
    linearFlow A x₀ t ≠ 0 := by
  intro h
  have e : NormedSpace.exp (-(t • A)) * NormedSpace.exp (t • A) = 1 := by
    rw [← Matrix.exp_add_of_commute (-(t • A)) (t • A) (Commute.refl (t • A)).neg_left,
      neg_add_cancel, NormedSpace.exp_zero]
  apply hx
  calc x₀ = (NormedSpace.exp (-(t • A)) * NormedSpace.exp (t • A)) *ᵥ x₀ := by
        rw [e, Matrix.one_mulVec]
    _ = NormedSpace.exp (-(t • A)) *ᵥ linearFlow A x₀ t := by
        rw [linearFlow, Matrix.mulVec_mulVec]
    _ = 0 := by rw [h, Matrix.mulVec_zero]

/-- Oja flow: for any real square `A` and unit `x₀`, the normalised curve starts at `x₀`, has a
positive normalising length, stays on the unit sphere and solves `x' = A x - ⟨x, A x⟩ x`. -/
theorem oja_flow (A : Matrix n n ℝ) {x₀ : n → ℝ} (hx : x₀ ⬝ᵥ x₀ = 1) :
    ojaCurve A x₀ 0 = x₀ ∧ ∀ t, 0 < euclNorm (linearFlow A x₀ t) ∧
      ojaCurve A x₀ t ⬝ᵥ ojaCurve A x₀ t = 1 ∧
      HasDerivAt (ojaCurve A x₀) (ojaField A (ojaCurve A x₀ t)) t := by
  refine ⟨by simp [ojaCurve, linearFlow, euclNorm, hx], fun t => ?_⟩
  have hx0 : x₀ ≠ 0 := by
    rintro rfl
    simp at hx
  have hne : linearFlow A x₀ t ⬝ᵥ linearFlow A x₀ t ≠ 0 := fun h =>
    linearFlow_ne_zero A hx0 t (dotProduct_self_eq_zero.1 h)
  have hnn : 0 ≤ linearFlow A x₀ t ⬝ᵥ linearFlow A x₀ t :=
    Finset.sum_nonneg fun i _ => mul_self_nonneg _
  have hpos : 0 < euclNorm (linearFlow A x₀ t) := Real.sqrt_pos.2 (lt_of_le_of_ne hnn hne.symm)
  have hr0 := hpos.ne'
  have hrr : euclNorm (linearFlow A x₀ t) * euclNorm (linearFlow A x₀ t)
      = linearFlow A x₀ t ⬝ᵥ linearFlow A x₀ t := Real.mul_self_sqrt hnn
  refine ⟨hpos, ?_, ?_⟩
  · simp only [ojaCurve, smul_dotProduct, dotProduct_smul, smul_eq_mul]
    rw [← hrr]
    field_simp
  · have hy := (linearFlow_hasDerivAt A x₀ t).1
    -- derivative of the length, then of its reciprocal
    have hr : HasDerivAt (fun s => euclNorm (linearFlow A x₀ s))
        (((A *ᵥ linearFlow A x₀ t) ⬝ᵥ linearFlow A x₀ t
          + linearFlow A x₀ t ⬝ᵥ (A *ᵥ linearFlow A x₀ t))
          / (2 * euclNorm (linearFlow A x₀ t))) t := (hasDerivAt_dot hy hy).sqrt hne
    have hinv : HasDerivAt (fun s => (euclNorm (linearFlow A x₀ s))⁻¹) _ t := hr.inv hr0
    have h := hinv.smul hy
    refine HasDerivAt.congr_deriv h ?_
    ext i
    simp only [ojaField, rayleigh, ojaCurve, Matrix.mulVec_smul, smul_dotProduct,
      dotProduct_smul, dotProduct_comm (A *ᵥ linearFlow A x₀ t) (linearFlow A x₀ t),
      Pi.add_apply, Pi.sub_apply, Pi.smul_apply, smul_eq_mul]
    ring

/-- If `A v = l v` then `exp(tA) v = e^{t l} v`. -/
theorem linearFlow_eigenvector {A : Matrix n n ℝ} {v : n → ℝ} {l : ℝ} (hv : A *ᵥ v = l • v)
    (t : ℝ) : linearFlow A v t = Real.exp (t * l) • v := by
  -- `e^{-s l} exp(sA) v` has zero derivative
  have hd : ∀ s, HasDerivAt (fun s => Real.exp (s * -l) • linearFlow A v s) 0 s := by
    intro s
    have h := (((hasDerivAt_id' s).mul_const (-l)).exp).smul (linearFlow_hasDerivAt A v s).2
    refine HasDerivAt.congr_deriv h ?_
    ext i
    simp only [linearFlow, hv, Matrix.mulVec_smul, Pi.add_apply, Pi.smul_apply, smul_eq_mul,
      Pi.zero_apply]
    ring
  have hc := is_const_of_deriv_eq_zero (fun s => (hd s).differentiableAt)
    (fun s => (hd s).deriv) t 0
  have hc' : Real.exp (t * -l) • linearFlow A v t = v := by
    simpa [linearFlow] using hc
  calc linearFlow A v t = Real.exp (t * l) • (Real.exp (t * -l) • linearFlow A v t) := by
        rw [smul_smul, ← Real.exp_add]
        simp
    _ = Real.exp (t * l) • v := by rw [hc']

/-- For orthonormal eigenvectors `v i` with eigenvalues `l i` and start `∑ c i v i`, `c ≠ 0`,
the curve is `∑ c i e^{t l i} v i` divided by the root of the positive sum `∑ (c i e^{t l i})²`. -/
theorem ojaCurve_spectral {ι : Type*} [Fintype ι] [DecidableEq ι] {A : Matrix n n ℝ}
    {v : ι → n → ℝ} {l : ι → ℝ} (hv : ∀ i, A *ᵥ v i = l i • v i)
    (horth : ∀ i j, v i ⬝ᵥ v j = if i = j then 1 else 0) {c : ι → ℝ} (hc : c ≠ 0) (t : ℝ) :
    0 < ∑ i, (c i * Real.exp (t * l i)) ^ 2 ∧
      ojaCurve A (∑ i, c i • v i) t = (Real.sqrt (∑ i, (c i * Real.exp (t * l i)) ^ 2))⁻¹ •
        ∑ i, (c i * Real.exp (t * l i)) • v i := by
  constructor
  · obtain ⟨k, hk⟩ := Function.ne_iff.1 hc
    have hk' : c k * Real.exp (t * l k) ≠ 0 := mul_ne_zero hk (Real.exp_pos _).ne'
    exact Finset.sum_pos' (fun i _ => sq_nonneg _) ⟨k, Finset.mem_univ k, by positivity⟩
  · have hy : linearFlow A (∑ i, c i • v i) t = ∑ i, (c i * Real.exp (t * l i)) • v i := by
      have h := map_sum (Matrix.mulVecLin (NormedSpace.exp (t • A))) (fun i => c i • v i)
        Finset.univ
      simp only [Matrix.mulVecLin_apply] at h
      rw [linearFlow, h]
      refine Finset.sum_congr rfl fun i _ => ?_
      rw [Matrix.mulVec_smul, ← smul_smul, ← linearFlow_eigenvector (hv i) t, linearFlow]
    have hn : ∀ a : ι → ℝ, (∑ i, a i • v i) ⬝ᵥ (∑ i, a i • v i) = ∑ i, a i ^ 2 := by
      intro a
      simp [sum_dotProduct, dotProduct_sum, horth, sq]
    rw [ojaCurve, hy, euclNorm, hn]

/-- For symmetric `A` and unit `x₀` the Rayleigh quotient along the curve has rate
`2 |F(x(t))|²` and is nondecreasing in time. -/
theorem rayleigh_ascent {A : Matrix n n ℝ} (hA : A.IsSymm) {x₀ : n → ℝ} (hx : x₀ ⬝ᵥ x₀ = 1) :
    (∀ t, HasDerivAt (fun s => rayleigh A (ojaCurve A x₀ s))
      (2 * (ojaField A (ojaCurve A x₀ t) ⬝ᵥ ojaField A (ojaCurve A x₀ t))) t) ∧
      Monotone fun s => rayleigh A (ojaCurve A x₀ s) := by
  have hs : ∀ x w : n → ℝ, x ⬝ᵥ A *ᵥ w = (A *ᵥ x) ⬝ᵥ w := fun x w => by
    rw [Matrix.dotProduct_mulVec, ← Matrix.mulVec_transpose, hA.eq]
  have key : ∀ x : n → ℝ, x ⬝ᵥ x = 1 → ojaField A x ⬝ᵥ A *ᵥ x + x ⬝ᵥ A *ᵥ ojaField A x
      = 2 * (ojaField A x ⬝ᵥ ojaField A x) := by
    intro x hu
    rw [hs x (ojaField A x)]
    simp only [ojaField, rayleigh, sub_dotProduct, dotProduct_sub, smul_dotProduct,
      dotProduct_smul, smul_eq_mul, hu, dotProduct_comm (A *ᵥ x) x]
    ring
  have hd : ∀ t, HasDerivAt (fun s => rayleigh A (ojaCurve A x₀ s))
      (2 * (ojaField A (ojaCurve A x₀ t) ⬝ᵥ ojaField A (ojaCurve A x₀ t))) t := by
    intro t
    obtain ⟨-, hu, h⟩ := (oja_flow A hx).2 t
    have hAx : HasDerivAt (fun s => A *ᵥ ojaCurve A x₀ s)
        (A *ᵥ ojaField A (ojaCurve A x₀ t)) t :=
      (LinearMap.toContinuousLinearMap (Matrix.mulVecLin A)).hasFDerivAt.comp_hasDerivAt t h
    exact (hasDerivAt_dot h hAx).congr_deriv (key _ hu)
  refine ⟨hd, monotone_of_deriv_nonneg (fun t => (hd t).differentiableAt) fun t => ?_⟩
  rw [(hd t).deriv]
  exact mul_nonneg zero_le_two (Finset.sum_nonneg fun i _ => mul_self_nonneg _)

omit [DecidableEq n] in
/-- A unit vector is a zero of the Oja field exactly when it is an eigenvector of `A`. -/
theorem ojaField_eq_zero_iff (A : Matrix n n ℝ) {x : n → ℝ} (hx : x ⬝ᵥ x = 1) :
    ojaField A x = 0 ↔ ∃ l : ℝ, A *ᵥ x = l • x := by
  refine ⟨fun h => ⟨rayleigh A x, sub_eq_zero.1 h⟩, ?_⟩
  rintro ⟨l, hl⟩
  simp [ojaField, rayleigh, hl, hx]

/-- A non-diagonal two by two matrix. -/
def sampleMatrix : Matrix (Fin 2) (Fin 2) ℝ := !![41, -12; -12, 34]

/-- The pair of vectors `(3/5, 4/5)` and `(-4/5, 3/5)`. -/
def sampleBasis : Fin 2 → Fin 2 → ℝ := ![![3 / 5, 4 / 5], ![-4 / 5, 3 / 5]]

/-- The sample matrix is symmetric, and the sample vectors are orthonormal eigenvectors of it
with eigenvalues 25 and 50. -/
theorem eigenbasis_witness : sampleMatrix.IsSymm ∧
    (∀ i, sampleMatrix *ᵥ sampleBasis i = (![25, 50] : Fin 2 → ℝ) i • sampleBasis i) ∧
    ∀ i j, sampleBasis i ⬝ᵥ sampleBasis j = if i = j then 1 else 0 := by
  refine ⟨?_, fun i => ?_, fun i j => ?_⟩
  · ext i j
    fin_cases i <;> fin_cases j <;> simp [sampleMatrix]
  · ext j
    fin_cases i <;> fin_cases j <;>
      simp [sampleMatrix, sampleBasis, mulVec, dotProduct, Fin.sum_univ_succ] <;> norm_num
  · fin_cases i <;> fin_cases j <;>
      simp [sampleBasis, dotProduct, Fin.sum_univ_succ] <;> norm_num

end

end OjaFlow
```

```lean
#print axioms OjaFlow.oja_flow
-- 'OjaFlow.oja_flow' depends on axioms: [propext, Classical.choice, Quot.sound]
#print axioms OjaFlow.ojaCurve_spectral
-- 'OjaFlow.ojaCurve_spectral' depends on axioms: [propext, Classical.choice, Quot.sound]
#print axioms OjaFlow.rayleigh_ascent
-- 'OjaFlow.rayleigh_ascent' depends on axioms: [propext, Classical.choice, Quot.sound]
#print axioms OjaFlow.ojaField_eq_zero_iff
-- 'OjaFlow.ojaField_eq_zero_iff' depends on axioms: [propext, Classical.choice, Quot.sound]
```

## The curve, the field and the five results

Vectors are functions `n → ℝ` on a finite index set `n`, `⬝ᵥ` is the dot product and `*ᵥ` is the matrix–vector product. The definitions are

$$y(t) = e^{tA}x_0,\qquad r(t) = |y(t)| = \sqrt{y(t)\cdot y(t)},\qquad x(t) = \frac{y(t)}{r(t)},$$

$$R(x) = x\cdot Ax,\qquad F(x) = Ax - R(x)\,x .$$

In Lean, $y$ is `linearFlow`, the length is `euclNorm`, $x$ is `ojaCurve`, $R$ is `rayleigh` and $F$ is `ojaField`. The Euclidean length is defined from the dot product because the norm that Mathlib puts on `n → ℝ` is the maximum norm; `HasDerivAt` for such a function of $t$ is the derivative component by component. The form $R$ has no denominator $x\cdot x$, so it is the Rayleigh quotient only on unit vectors.

`oja_flow` assumes only $x_0\cdot x_0 = 1$. It concludes that $x(0) = x_0$ and that for every real $t$, negative times included, $r(t) > 0$, $x(t)\cdot x(t) = 1$ and $x'(t) = F(x(t))$. Lean sets $0^{-1} = 0$, so `ojaCurve` would be the zero vector where $y$ vanished, and the clause $r(t) > 0$ shows that this case never arises. For a $1\times1$ matrix the unit vectors are $\pm1$, the field vanishes on them and the curve stands still.

`ojaCurve_spectral` takes a finite family of vectors $v_i$ with $Av_i = l_iv_i$ (`hv`) and $v_i\cdot v_j = \delta_{ij}$ (`horth`), and real coefficients $c_i$ not all zero (`hc`). For the start $\sum_i c_iv_i$ it gives

$$x(t) = \frac{\sum_i c_ie^{tl_i}v_i}{\sqrt{\sum_i (c_ie^{tl_i})^2}},$$

with a strictly positive sum under the root. The eigenvectors are assumed, not obtained from the spectral theorem. The family need not span the space, $A$ need not be symmetric, and the start need not be a unit vector.

`rayleigh_ascent` assumes `A.IsSymm` and a unit start, and gives $\frac{d}{dt}R(x(t)) = 2\,F(x(t))\cdot F(x(t))$ together with `Monotone`, which means nondecreasing and allows a constant. `ojaField_eq_zero_iff` says that for a unit vector $x$ and any real square $A$, $F(x) = 0$ exactly when $Ax = lx$ for some real $l$. `eigenbasis_witness` supplies a non-diagonal symmetric matrix with a rational orthonormal eigenbasis.

The theorems exhibit one solution of the equation; they do not state that it is the only solution from $x_0$, and they state neither a limit as $t\to\infty$ nor a rate of convergence. The flow is deterministic, continuous in time and carries a single real vector, so the stochastic update and the several-vector subspace flow that go under Oja's name are different objects, and an approximate time step such as Euler's does not in general stay on the curve.

## Imaginary-time propagation with $A = -H$

Let $H$ be a fixed Hamiltonian with real matrix elements in a finite orthonormal basis, set $\hbar = 1$ and put $A = -H$. Symmetry of $A$ is then hermiticity of $H$, the condition $x_0\cdot x_0 = 1$ is normalisation of the state, and the plain dot product presumes that the overlap matrix of the basis is the identity. The curve is the renormalised imaginary-time state $e^{-tH}x_0/|e^{-tH}x_0|$. With the energy $E(t) = x\cdot Hx = -R(x)$, the equation reads $x' = -(H - E)\,x$, and the ascent of $R$ is a descent of $E$ at the rate

$$\frac{dE}{dt} = -2\,|(H-E)x|^2 = -2\left(x\cdot H^2x - E^2\right),$$

minus twice the energy variance. For a finite, real, state-independent $H$ and a real start this is the exact curve of normalised imaginary-time propagation, which can approach a ground state only if $x_0$ has a component in the ground-state eigenspace, and $F$ is, up to sign, the residual vector $(H-E)x$, whose length measures how far $x$ is from satisfying the eigenvalue equation (a small residual bounds the angle to an eigenvector only relative to the spacing of the eigenvalues); a mean-field operator that depends on the current state falls outside the model.

## Differentiating the normalised curve

Three facts feed the main computation. The first is the product rule $(f\cdot g)' = f'\cdot g + f\cdot g'$ for two moving vectors $f, g$, which `hasDerivAt_dot` obtains by writing the dot product as a sum over components and differentiating term by term.

The second is $y' = Ae^{tA}x_0 = e^{tA}Ax_0$. In `linearFlow_hasDerivAt` the two orderings of the derivative of $e^{tA}$ come from `hasDerivAt_exp_smul_const'` and `hasDerivAt_exp_smul_const`, and both are pushed through the linear map `L`, which sends a matrix $M$ to $Mx_0$. The operator norm opened there gives the matrices the normed structure used by these two facts and by the chain rule through `L`; it does not appear in the statement.

The third is $y(t)\neq0$. The matrices $-tA$ and $tA$ commute, so $e^{-tA}e^{tA} = e^0 = 1$, and $y(t) = 0$ would give $x_0 = e^{-tA}y(t) = 0$. This chain is the `calc` block of `linearFlow_ne_zero`.

Hence $y\cdot y > 0$, so $r > 0$ (`hpos`), $r^2 = y\cdot y$ (`hrr`) and $x\cdot x = y\cdot y/r^2 = 1$. At $t = 0$, $y = x_0$ and $r = 1$, so $x(0) = x_0$. Differentiating the root gives

$$r' = \frac{Ay\cdot y + y\cdot Ay}{2r} = \frac{y\cdot Ay}{r},$$

where only commutativity of the dot product is used, not symmetry of $A$. Then

$$x' = \frac{y'}{r} - \frac{r'}{r^2}\,y = \frac{Ay}{r} - \frac{y\cdot Ay}{r^3}\,y = Ax - (x\cdot Ax)\,x .$$

In `oja_flow`, `hr` is the first expression for $r'$, `hinv` is $(1/r)' = -r'/r^2$, and `hinv.smul hy` is the product rule for $r^{-1}y$. After the scalars $r^{-1}$ are pulled out of $F(x)$, `ring` matches the two sides in each component.

## Eigenvectors evolve by scalar exponentials

If $Av = lv$, put $g(s) = e^{-sl}e^{sA}v$ for real $s$. The second form of $y'$ gives

$$g'(s) = -l\,e^{-sl}e^{sA}v + e^{-sl}e^{sA}Av = 0 ,$$

so $g(t) = g(0) = v$ and $e^{tA}v = e^{tl}v$. In `linearFlow_eigenvector`, `hd` is the vanishing derivative and `is_const_of_deriv_eq_zero` makes $g$ constant. By linearity $e^{tA}\sum_i c_iv_i = \sum_i c_ie^{tl_i}v_i$, which is `hy` in `ojaCurve_spectral`. For any coefficients $a_i$, orthonormality gives $\sum_{i,j}a_ia_j\delta_{ij} = \sum_i a_i^2$ for the squared length (`hn`). The sum is positive because some $c_k\neq0$ and $e^{tl_k} > 0$.

## The Rayleigh quotient rises at twice the squared residual

Write $F$ and $R$ for their values at $x(t)$. The product rule with $x' = F$ and $(Ax)' = AF$ (`hAx`) gives $R' = F\cdot Ax + x\cdot AF$. Symmetry enters once, as $x\cdot AF = Ax\cdot F$ (`hs`), so

$$R' = 2\,F\cdot Ax = 2\left(|Ax|^2 - R^2\right).$$

On the unit sphere

$$F\cdot F = |Ax|^2 - 2R^2 + R^2\,x\cdot x = |Ax|^2 - R^2 ,$$

so $R' = 2F\cdot F\ge0$. The step `key` expands both sides in this way, and `monotone_of_deriv_nonneg` turns the sign of the derivative into monotonicity.

The rate vanishes exactly where $F = 0$. If $F(x) = 0$ then $Ax = R(x)x$, an eigenvalue equation with $l = R(x)$. Conversely $Ax = lx$ with $x\cdot x = 1$ gives $R(x) = l$ and $F(x) = 0$. These are the two directions of `ojaField_eq_zero_iff`, which covers every unit eigenvector and singles out no dominant one.

## The $2\times2$ matrix started from $(1,0)$

The matrix and vectors of `sampleMatrix` and `sampleBasis` are

$$A = \begin{pmatrix}41 & -12\\ -12 & 34\end{pmatrix},\qquad v_0 = \left(\tfrac35,\tfrac45\right),\qquad v_1 = \left(-\tfrac45,\tfrac35\right),$$

with $Av_0 = (15,20) = 25v_0$ and $Av_1 = (-40,30) = 50v_1$; `eigenbasis_witness` checks these equations, symmetry and orthonormality entry by entry. The values that follow are arithmetic done with the proved formulas and do not appear in the file.

Take $x_0 = (1,0) = \tfrac35v_0 - \tfrac45v_1$. Then $Ax_0 = (41,-12)$, $R = 41$ and $F = (0,-12)$, which is perpendicular to $x_0$, and the initial rate is $R' = 2\cdot144 = 288$.

At $t = \tfrac1{25}\ln\tfrac95\approx0.0235$, where $e^{25t} = \tfrac95$ and $e^{50t} = \tfrac{81}{25}$, the unnormalised coefficients are $\tfrac{135}{125}$ and $-\tfrac{324}{125}$, and $r = \tfrac{351}{125}$. The normalised coefficients are $\tfrac5{13}$ and $-\tfrac{12}{13}$, so

$$x(t) = \tfrac5{13}v_0 - \tfrac{12}{13}v_1 = \left(\tfrac{63}{65},\,-\tfrac{16}{65}\right),\qquad 63^2 + 16^2 = 65^2 .$$

The Rayleigh quotient has risen to $R = (25\cdot25 + 50\cdot144)/169 = 7825/169\approx46.3$. The squared residual is $(50-25)^2\cdot\tfrac{25}{169}\cdot\tfrac{144}{169}\approx78.8$, so the rate has fallen to about $157.6$, while the weight on $v_1$ has grown from $\tfrac{16}{25} = 0.64$ to $\tfrac{144}{169}\approx0.85$.
